# The quadrupole polynomial (a·v)(b·v) − (a·b)r²/3 is a solid harmonic of degree two

For any real vectors a and b in three dimensions, not necessarily normalised or orthogonal, the declaration concerns the polynomial (a·v)(b·v) − (a·b)r²/3, where r² = v·v. It states that scaling v by a real number s multiplies the polynomial by s², and that its Laplacian, written as the sum of the second derivatives along the three coordinate axes, is zero at every point v. These two properties make it a solid harmonic with l = 2. The proof gets the scaling by direct expansion. For the Laplacian it writes the polynomial along each axis as a quadratic in the displacement t, reads off the second derivative as twice the coefficient of t², and adds the three results.

An attempt in Lean 4 with a fault in it:

```lean
import Mathlib

open Matrix Topology Filter

namespace QuadrupoleHarmonic

noncomputable section

/-- The quadrupole polynomial `(a · v)(b · v) - (a · b) r² / 3`. -/
def quadrupole (a b v : Fin 3 → ℝ) : ℝ :=
  (a ⬝ᵥ v) * (b ⬝ᵥ v) - (a ⬝ᵥ b) * (v ⬝ᵥ v) / 3

/-- The derivative of `A + B t + C t²` is `B + 2 C t`. -/
theorem hasDerivAt_quadratic (A B C t : ℝ) :
    HasDerivAt (fun t : ℝ => A + B * t + C * (t * t)) (B + 2 * C * t) t := by
  have hid := hasDerivAt_id' t
  exact (((hid.const_mul B).const_add A).fun_add
    ((hid.fun_mul hid).const_mul C)).congr_deriv (by ring)

/-- The quadrupole polynomial is homogeneous of degree two and its Laplacian vanishes:
it is a solid harmonic with `l = 2`. -/
theorem quadrupole_harmonic (a b v : Fin 3 → ℝ) :
    (∀ s : ℝ, quadrupole a b (s • v) = s ^ 2 * quadrupole a b v) ∧
    ∑ i, deriv (deriv fun t : ℝ => quadrupole a b (v + t • Pi.single i (1 : ℝ))) 0 = 0 := by
  constructor
  · intro s
    simp only [quadrupole, smul_dotProduct, dotProduct_smul, smul_eq_mul]
    ring
  -- along each axis the polynomial is quadratic in the displacement
  have e : ∀ i, (fun t : ℝ => quadrupole a b (v + t • Pi.single i (1 : ℝ))) =
      fun t => quadrupole a b v
        + (a i * (b ⬝ᵥ v) + b i * (a ⬝ᵥ v) - 2 * (a ⬝ᵥ b) * v i / 3) * t
        + (a i * b i - (a ⬝ᵥ b) / 3) * (t * t) := by
    intro i
    funext t
    simp only [quadrupole, dotProduct_add, add_dotProduct, dotProduct_smul, smul_dotProduct,
      dotProduct_single, single_dotProduct, smul_eq_mul, Pi.single_eq_same]
    ring
  have second : ∀ A B C : ℝ,
      deriv (deriv fun t : ℝ => A + B * t + C * (t * t)) 0 = 2 * C := by
    intro A B C
    have h1 : (deriv fun t : ℝ => A + B * t + C * (t * t)) =
        fun t => B + 2 * C * t + 0 * (t * t) := by
      funext t
      rw [(hasDerivAt_quadratic A B C t).deriv]
      ring
    rw [h1, (hasDerivAt_quadratic B (2 * C) 0 0).deriv]
    ring
  simp only [e, second, Fin.sum_univ_three, dotProduct]
  ring

end

end QuadrupoleHarmonic
```

Messages:

```
Try this:
  [apply] ring_nf
  
  The `ring` tactic failed to close the goal. Use `ring_nf` to obtain a normal form.
    
  Note that `ring` works primarily in *commutative* rings. If you have a noncommutative ring, abelian group or module, consider using `noncomm_ring`, `abel` or `module` instead.
Main.lean:33:50: error: unsolved goals
a b v : Fin 3 → ℝ
i : Fin 3
t : ℝ
⊢ a ⬝ᵥ v * t * b i + a ⬝ᵥ v * b ⬝ᵥ v + t * a i * b ⬝ᵥ v + t * a ⬝ᵥ b * v i * (-1 / 3) +
          t * a ⬝ᵥ b * (v + t • Pi.single i 1) i * (-1 / 3) +
        t ^ 2 * a i * b i +
      a ⬝ᵥ b * v ⬝ᵥ v * (-1 / 3) =
    a ⬝ᵥ v * t * b i + a ⬝ᵥ v * b ⬝ᵥ v + t * a i * b ⬝ᵥ v + t * a ⬝ᵥ b * v i * (-2 / 3) + t ^ 2 * a i * b i +
        t ^ 2 * a ⬝ᵥ b * (-1 / 3) +
      a ⬝ᵥ b * v ⬝ᵥ v * (-1 / 3)
Main.lean:37:57: warning: This simp argument is unused:
  Pi.single_eq_same

Hint: Omit it from the simp argument list.
  [apply] simp only [quadrupole, dotProduct_add, add_dotProduct, dotProduct_smul, smul_dotProduct, dotProduct_single,
    single_dotProduct, smul_eq_mul]

Note: This linter can be disabled with `set_option linter.unusedSimpArgs false`
```

The error is in the step `e`, which writes the polynomial along an axis as a quadratic in t. The displaced vector occurs on both sides of the dot product in r². `simp only` split one side and then used `dotProduct_single` to pick out a component of the other while it was still a sum, leaving `(v + t • Pi.single i 1) i` in the goal. No lemma in the list evaluates a sum of vectors at an index. `ring` treats that component as an unknown quantity, so it could not match the two sides; its message suggesting `ring_nf` reports the same failure.

The warning that `Pi.single_eq_same` is unused has the same origin: the lemma needs `Pi.single i 1 i`, and here the index was still outside the sum.

The repair adds `Pi.add_apply` and `Pi.smul_apply`, which carry the index through the sum and the scalar multiple. `Pi.single_eq_same` then applies, the component becomes `v i + t`, and `ring` closes the goal.

After these edits no error is left:

```diff
@@ -35,5 +35,6 @@
     funext t
     simp only [quadrupole, dotProduct_add, add_dotProduct, dotProduct_smul, smul_dotProduct,
-      dotProduct_single, single_dotProduct, smul_eq_mul, Pi.single_eq_same]
+      dotProduct_single, single_dotProduct, smul_eq_mul, Pi.add_apply, Pi.smul_apply,
+      Pi.single_eq_same]
     ring
   have second : ∀ A B C : ℝ,
```
